# The expectation values of a Hermitian matrix in k orthonormal vectors sum to at least the sum of its k lowest eigenvalues

## Can any k orthonormal orbitals beat the lowest k levels?

I describe $k$ non-interacting fermions by a list of $k$ orthonormal orbitals, not by a density matrix, and take their energy to be the sum of the orbital expectation values of a Hermitian $n\times n$ matrix $H$. Filling the $k$ lowest eigenvectors should then give the smallest possible energy. Orthogonality must be what stops all the orbitals from collapsing into the ground state, but I would like to see the argument made rigorous and checked by machine. When is the minimum reached?

## Occupations of at most one force the bound

With a list of orbitals as the trial state, everything needed is contained in how strongly the list occupies each eigenvector. Indices start at zero, as in the Lean file.

Let $T$ be a linear operator with orthonormal eigenbasis $b_0,\dots,b_{n-1}$ and real eigenvalues $e_0\le\dots\le e_{n-1}$, so that $Tb_j=e_jb_j$. Expanding $x=\sum_j\langle b_j,x\rangle b_j$ gives

$$\langle x,Tx\rangle=\sum_j e_j|\langle b_j,x\rangle|^2 .$$

For orthonormal $v_0,\dots,v_{k-1}$, define the occupations $w_j=\sum_i|\langle b_j,v_i\rangle|^2$. The energy is then

$$\mathcal E=\sum_i\langle v_i,Tv_i\rangle=\sum_j w_je_j .$$

Bessel's inequality for the unit vector $b_j$ gives $0\le w_j\le1$. Summing over $j$ first gives $\sum_jw_j=\sum_i\|v_i\|^2=k$, and hence $k\le n$.

Let $a_j=1$ for $j<k$ and $a_j=0$ otherwise, and let $S=\sum_j a_je_j$ be the sum of the $k$ lowest eigenvalues. Both fillings hold $k$ particles, so for any real $\mu$

$$\mathcal E-S=\sum_j(w_j-a_j)e_j=\sum_j(w_j-a_j)(e_j-\mu).$$

Choose $\mu=e_k$ if $k<n$, and any upper bound on the levels if $k=n$. For $j<k$ both factors are nonpositive; for $j\ge k$ both are nonnegative. Hence $\mathcal E\ge S$. The choice $v_i=b_i$ gives $\mathcal E=\sum_{i<k}e_i=S$.

For the equality case, suppose that $\mu$ satisfies $e_j\le\mu$ for $j<k$ and $\mu<e_j$ for $j\ge k$. If $\mathcal E=S$, every term of the nonnegative sum vanishes, so $w_j=0$ for $j\ge k$, and every $v_i$ is orthogonal to those $b_j$. Conversely, if these overlaps vanish, then $\sum_{j<k}(1-w_j)=0$ with nonnegative terms. Thus $w_j=a_j$ for all $j$, and $\mathcal E=S$.

At $k=1$ the bound is the variational principle for a unit vector. At $k=n$ there are no higher eigenvectors, so every orthonormal family attains it.

### What the Lean theorems say

`IsEigenbasis T b e` expresses $Tb_j=e_jb_j$ with real $e_j$. `trialEnergy` is $\mathcal E$, `occupation` is $w_j$, `aufbau` is $a_j$, and `lowestSum` is $S$. The energy is defined with real parts; `expectation_eq` shows that nothing is lost, because each expectation value is real.

`kyFan_hermitian` is the statement for matrices. Its hypotheses are that $H$ is Hermitian and $k\le n$; it gives the bound for every orthonormal family, and the orthonormality and energy of the lowest $k$ eigenvectors. `matOp` turns $H$ into an operator on Euclidean space, while `sortedEigenvalue` and `sortedEigenbasis` put Mathlib's eigenpairs in increasing order, with multiplicity.

`kyFan_equality_iff` assumes the separating level $\mu$, which for $0<k<n$ means a gap between occupied and empty levels. It does not characterise the minimisers when a degenerate level is only partly filled.

For non-interacting fermions in a finite orthonormal basis, the result says that the aufbau filling minimises the energy over single Slater determinants. For electrons the orbitals are spin orbitals, so each level of a spin-independent spatial Hamiltonian appears twice among the $e_j$. Interactions and infinite-dimensional spaces are not covered.

```lean
import Mathlib

open scoped Matrix InnerProductSpace

namespace KyFanMinimum

noncomputable section

variable {E : Type*} [NormedAddCommGroup E] [InnerProductSpace ℂ E] {n k : ℕ}

/-- The orthonormal basis `b` consists of eigenvectors of `T` with real eigenvalues `e j`. -/
def IsEigenbasis (T : E →ₗ[ℂ] E) (b : OrthonormalBasis (Fin n) ℂ E) (e : Fin n → ℝ) : Prop :=
  ∀ j, T (b j) = (e j : ℂ) • b j

/-- The sum of the real parts of the expectation values `⟨v i, T v i⟩` over `k` orbitals. -/
def trialEnergy (T : E →ₗ[ℂ] E) (v : Fin k → E) : ℝ :=
  ∑ i, (⟪v i, T (v i)⟫_ℂ).re

/-- The occupation of basis state `b j` by the orbitals `v`: the sum of squared overlaps. -/
def occupation (b : OrthonormalBasis (Fin n) ℂ E) (v : Fin k → E) (j : Fin n) : ℝ :=
  ∑ i, ‖⟪b j, v i⟫_ℂ‖ ^ 2

/-- The sum of the levels `e j` over the first `k` indices. -/
def lowestSum (e : Fin n → ℝ) (k : ℕ) : ℝ :=
  ∑ j ∈ Finset.univ.filter (fun j : Fin n => j.val < k), e j

/-- The aufbau filling: occupation one on the first `k` levels and zero on the others. -/
def aufbau (k : ℕ) (j : Fin n) : ℝ :=
  if j.val < k then 1 else 0

/-- For `k ≤ n` the sum of the first `k` levels can be written as a sum over `Fin k`. -/
theorem lowestSum_eq (hk : k ≤ n) (e : Fin n → ℝ) :
    lowestSum e k = ∑ i : Fin k, e (Fin.castLE hk i) := by
  unfold lowestSum
  symm
  refine Finset.sum_bij (fun i _ => Fin.castLE hk i) ?_ ?_ ?_ ?_
  · intro i _
    exact Finset.mem_filter.mpr ⟨Finset.mem_univ _, i.isLt⟩
  · intro i _ j _ h
    exact Fin.castLE_injective hk h
  · intro j hj
    exact ⟨⟨j.val, (Finset.mem_filter.mp hj).2⟩, Finset.mem_univ _, Fin.ext rfl⟩
  · intro i _
    rfl

/-- For `k ≤ n` the aufbau filling weights the levels to the sum of the first `k` of them, and its
total occupation is `k`. -/
theorem aufbau_filling (hk : k ≤ n) :
    (∀ e : Fin n → ℝ, lowestSum e k = ∑ j, aufbau k j * e j) ∧
      ∑ j : Fin n, aufbau k j = (k : ℝ) := by
  have h1 : ∀ e : Fin n → ℝ, lowestSum e k = ∑ j, aufbau k j * e j := by
    intro e
    unfold lowestSum aufbau
    rw [Finset.sum_filter]
    exact Finset.sum_congr rfl fun j _ => by split_ifs <;> simp
  refine ⟨h1, ?_⟩
  have h := lowestSum_eq hk (fun _ : Fin n => (1 : ℝ))
  rw [h1] at h
  simpa using h

/-- For `k ≤ n` and real numbers `w j` of total `k`, the excess of `∑ w j e j` over the sum of the
first `k` levels equals `∑ (w j - aufbau j) (e j - μ)` for every reference level `μ`. -/
theorem excess_eq (e w : Fin n → ℝ) (hk : k ≤ n) (hw : ∑ j, w j = (k : ℝ)) (μ : ℝ) :
    ∑ j, w j * e j - lowestSum e k = ∑ j, (w j - aufbau k j) * (e j - μ) := by
  obtain ⟨h1, h2⟩ := aufbau_filling hk
  rw [h1]
  simp only [sub_mul, mul_sub, Finset.sum_sub_distrib, ← Finset.sum_mul]
  -- the terms in μ cancel because both fillings hold k particles
  linear_combination μ * hw - μ * h2

/-- The expectation value `⟨x, T x⟩` is the real number `∑ e j |⟨b j, x⟩|²`. -/
theorem expectation_eq {T : E →ₗ[ℂ] E} (b : OrthonormalBasis (Fin n) ℂ E) (e : Fin n → ℝ)
    (hb : IsEigenbasis T b e) (x : E) :
    ⟪x, T x⟫_ℂ = ((∑ j, e j * ‖⟪b j, x⟫_ℂ‖ ^ 2 : ℝ) : ℂ) := by
  have hb' : ∀ j, T (b j) = (e j : ℂ) • b j := hb
  -- expand x in the eigenbasis and apply T term by term
  have hTx : T x = ∑ j, ⟪b j, x⟫_ℂ • ((e j : ℂ) • b j) := by
    calc T x = T (∑ j, ⟪b j, x⟫_ℂ • b j) := by rw [b.sum_repr' x]
      _ = ∑ j, ⟪b j, x⟫_ℂ • ((e j : ℂ) • b j) := by simp only [map_sum, map_smul, hb']
  rw [hTx, inner_sum, Complex.ofReal_sum]
  refine Finset.sum_congr rfl fun j _ => ?_
  rw [inner_smul_right, inner_smul_right, ← inner_conj_symm x (b j)]
  have h := Complex.mul_conj ⟪b j, x⟫_ℂ
  rw [Complex.normSq_eq_norm_sq] at h
  push_cast at h ⊢
  linear_combination (e j : ℂ) * h

/-- The trial energy is the sum of the eigenvalues weighted by their occupations. -/
theorem trialEnergy_eq {T : E →ₗ[ℂ] E} (b : OrthonormalBasis (Fin n) ℂ E) (e : Fin n → ℝ)
    (hb : IsEigenbasis T b e) (v : Fin k → E) :
    trialEnergy T v = ∑ j, occupation b v j * e j := by
  unfold trialEnergy occupation
  simp only [expectation_eq b e hb, Complex.ofReal_re]
  rw [Finset.sum_comm]
  refine Finset.sum_congr rfl fun j _ => ?_
  rw [Finset.sum_mul]
  exact Finset.sum_congr rfl fun i _ => mul_comm _ _

/-- For `k` orthonormal orbitals the occupations lie between zero and one and add up to `k`,
and `k ≤ n`. -/
theorem occupation_bounds (b : OrthonormalBasis (Fin n) ℂ E) {v : Fin k → E}
    (hv : Orthonormal ℂ v) :
    (∀ j, 0 ≤ occupation b v j) ∧ (∀ j, occupation b v j ≤ 1) ∧
      ∑ j, occupation b v j = (k : ℝ) ∧ k ≤ n := by
  -- Bessel's inequality for the unit vector b j
  have hle : ∀ j, occupation b v j ≤ 1 := by
    intro j
    have h := hv.sum_inner_products_le (x := b j) (s := Finset.univ)
    have hn : ‖b j‖ = 1 := b.orthonormal.1 j
    rw [hn] at h
    unfold occupation
    calc ∑ i, ‖⟪b j, v i⟫_ℂ‖ ^ 2 = ∑ i, ‖⟪v i, b j⟫_ℂ‖ ^ 2 :=
          Finset.sum_congr rfl fun i _ => by rw [norm_inner_symm (b j) (v i)]
      _ ≤ 1 ^ 2 := h
      _ = 1 := by norm_num
  -- the total occupation is the trial energy of the identity operator
  have hs : ∑ j, occupation b v j = (k : ℝ) := by
    have hid : IsEigenbasis (LinearMap.id : E →ₗ[ℂ] E) b (fun _ => 1) := by
      intro j
      simp
    have h := trialEnergy_eq b (fun _ => 1) hid v
    have h1 : ∀ i, ⟪v i, v i⟫_ℂ = 1 := fun i => by
      rw [orthonormal_iff_ite.mp hv i i, if_pos rfl]
    simp only [trialEnergy, LinearMap.id_apply, h1, Complex.one_re, mul_one, Finset.sum_const,
      Finset.card_univ, Fintype.card_fin, nsmul_eq_mul] at h
    exact h.symm
  refine ⟨fun j => Finset.sum_nonneg fun i _ => sq_nonneg _, hle, hs, ?_⟩
  have hkn : (k : ℝ) ≤ (n : ℝ) := by
    calc (k : ℝ) = ∑ j, occupation b v j := hs.symm
      _ ≤ ∑ _j : Fin n, (1 : ℝ) := Finset.sum_le_sum fun j _ => hle j
      _ = (n : ℝ) := by simp
  exact_mod_cast hkn

/-- Ky Fan lower bound: with eigenvalues in increasing order, the trial energy of any `k`
orthonormal orbitals is at least the sum of the `k` lowest eigenvalues. -/
theorem kyFan_lower_bound {T : E →ₗ[ℂ] E} (b : OrthonormalBasis (Fin n) ℂ E) (e : Fin n → ℝ)
    (hb : IsEigenbasis T b e) (he : Monotone e) {v : Fin k → E} (hv : Orthonormal ℂ v) :
    lowestSum e k ≤ trialEnergy T v := by
  obtain ⟨h0, h1, hs, hk⟩ := occupation_bounds b hv
  -- a Fermi level between the first k levels and the rest
  obtain ⟨μ, hlo, hhi⟩ : ∃ μ : ℝ, (∀ j : Fin n, j.val < k → e j ≤ μ) ∧
      (∀ j : Fin n, k ≤ j.val → μ ≤ e j) := by
    by_cases hkn : k < n
    · exact ⟨e ⟨k, hkn⟩, fun j hj => he (Fin.le_def.mpr hj.le),
        fun j hj => he (Fin.le_def.mpr hj)⟩
    · obtain ⟨μ, hμ⟩ := (Set.finite_range e).bddAbove
      exact ⟨μ, fun j _ => hμ ⟨j, rfl⟩, fun j hj => absurd j.isLt (by omega)⟩
  have hex := excess_eq e (occupation b v) hk hs μ
  -- holes below μ and particles above μ both cost energy
  have hnn : 0 ≤ ∑ j, (occupation b v j - aufbau k j) * (e j - μ) := by
    refine Finset.sum_nonneg fun j _ => ?_
    unfold aufbau
    split_ifs with hj
    · nlinarith [mul_nonneg (sub_nonneg.2 (h1 j)) (sub_nonneg.2 (hlo j hj))]
    · exact mul_nonneg (by linarith [h0 j]) (sub_nonneg.2 (hhi j (not_lt.mp hj)))
  rw [trialEnergy_eq b e hb v]
  linarith

/-- The first `k` eigenvectors are orthonormal and their trial energy is the sum of the first
`k` eigenvalues. -/
theorem kyFan_attained {T : E →ₗ[ℂ] E} (b : OrthonormalBasis (Fin n) ℂ E) (e : Fin n → ℝ)
    (hb : IsEigenbasis T b e) (hk : k ≤ n) :
    Orthonormal ℂ (fun i : Fin k => b (Fin.castLE hk i)) ∧
      trialEnergy T (fun i : Fin k => b (Fin.castLE hk i)) = lowestSum e k := by
  refine ⟨b.orthonormal.comp (Fin.castLE hk) (Fin.castLE_injective hk), ?_⟩
  have h1 : ∀ j, (⟪b j, T (b j)⟫_ℂ).re = e j := fun j => by
    rw [hb j, inner_smul_right, orthonormal_iff_ite.mp b.orthonormal j j, if_pos rfl, mul_one,
      Complex.ofReal_re]
  rw [lowestSum_eq hk]
  unfold trialEnergy
  exact Finset.sum_congr rfl fun i _ => h1 _

/-- If the first `k` eigenvalues are at most `μ` and the others exceed `μ`, then `k` orthonormal
orbitals have trial energy equal to the sum of the first `k` eigenvalues exactly when they are
orthogonal to all the other eigenvectors. -/
theorem kyFan_equality_iff {T : E →ₗ[ℂ] E} (b : OrthonormalBasis (Fin n) ℂ E) (e : Fin n → ℝ)
    (hb : IsEigenbasis T b e) (μ : ℝ) (hlo : ∀ j : Fin n, j.val < k → e j ≤ μ)
    (hhi : ∀ j : Fin n, k ≤ j.val → μ < e j) {v : Fin k → E} (hv : Orthonormal ℂ v) :
    trialEnergy T v = lowestSum e k ↔ ∀ i, ∀ j : Fin n, k ≤ j.val → ⟪b j, v i⟫_ℂ = 0 := by
  obtain ⟨h0, h1, hs, hk⟩ := occupation_bounds b hv
  obtain ⟨hf1, hf2⟩ := aufbau_filling hk
  rw [trialEnergy_eq b e hb v]
  constructor
  · intro heq i j hj
    have hex := excess_eq e (occupation b v) hk hs μ
    have hnn : ∀ l ∈ (Finset.univ : Finset (Fin n)),
        0 ≤ (occupation b v l - aufbau k l) * (e l - μ) := by
      intro l _
      unfold aufbau
      split_ifs with hl
      · nlinarith [mul_nonneg (sub_nonneg.2 (h1 l)) (sub_nonneg.2 (hlo l hl))]
      · exact mul_nonneg (by linarith [h0 l]) (sub_nonneg.2 (hhi l (not_lt.mp hl)).le)
    have hz : ∑ l, (occupation b v l - aufbau k l) * (e l - μ) = 0 := by linarith
    -- every term of the vanishing excess vanishes, so levels above μ are empty
    have hterm := (Finset.sum_eq_zero_iff_of_nonneg hnn).mp hz j (Finset.mem_univ j)
    have ha : aufbau k j = 0 := if_neg (not_lt.mpr hj)
    have hgap : e j - μ ≠ 0 := ne_of_gt (sub_pos.mpr (hhi j hj))
    have hocc : occupation b v j = 0 := by
      rw [ha, sub_zero] at hterm
      exact (mul_eq_zero.mp hterm).resolve_right hgap
    unfold occupation at hocc
    have hsq := (Finset.sum_eq_zero_iff_of_nonneg (fun l _ => sq_nonneg _)).mp hocc i
      (Finset.mem_univ i)
    exact norm_eq_zero.mp ((pow_eq_zero_iff two_ne_zero).mp hsq)
  · intro h
    have hocc : ∀ j : Fin n, k ≤ j.val → occupation b v j = 0 := by
      intro j hj
      unfold occupation
      refine Finset.sum_eq_zero fun i _ => ?_
      rw [h i j hj]
      simp
    -- k particles on the first k levels must fill them completely
    have hge : ∀ j ∈ (Finset.univ : Finset (Fin n)), 0 ≤ aufbau k j - occupation b v j := by
      intro j _
      unfold aufbau
      split_ifs with hj
      · linarith [h1 j]
      · linarith [hocc j (not_lt.mp hj)]
    have hz : ∑ j, (aufbau k j - occupation b v j) = 0 := by
      rw [Finset.sum_sub_distrib, hf2, hs, sub_self]
    have hall := (Finset.sum_eq_zero_iff_of_nonneg hge).mp hz
    rw [hf1 e]
    refine Finset.sum_congr rfl fun j hj => ?_
    rw [sub_eq_zero.mp (hall j hj)]

/-- The operator `x ↦ H x` of an `n × n` complex matrix on Euclidean space. -/
def matOp (H : Matrix (Fin n) (Fin n) ℂ) :
    EuclideanSpace ℂ (Fin n) →ₗ[ℂ] EuclideanSpace ℂ (Fin n) where
  toFun x := WithLp.toLp 2 (H *ᵥ x.ofLp)
  map_add' x y := by
    simp [Matrix.mulVec_add]
  map_smul' c x := by
    simp [Matrix.mulVec_smul]

/-- The eigenvalues of a Hermitian matrix, with multiplicity, sorted increasingly. -/
def sortedEigenvalue {H : Matrix (Fin n) (Fin n) ℂ} (hH : H.IsHermitian) : Fin n → ℝ :=
  hH.eigenvalues ∘ Tuple.sort hH.eigenvalues

/-- The orthonormal eigenvectors of a Hermitian matrix, in the order of the sorted
eigenvalues. -/
def sortedEigenbasis {H : Matrix (Fin n) (Fin n) ℂ} (hH : H.IsHermitian) :
    OrthonormalBasis (Fin n) ℂ (EuclideanSpace ℂ (Fin n)) :=
  hH.eigenvectorBasis.reindex (Tuple.sort hH.eigenvalues).symm

/-- The sorted eigenvectors of a Hermitian matrix are an eigenbasis with the sorted eigenvalues,
and these are in increasing order. -/
theorem sorted_isEigenbasis {H : Matrix (Fin n) (Fin n) ℂ} (hH : H.IsHermitian) :
    IsEigenbasis (matOp H) (sortedEigenbasis hH) (sortedEigenvalue hH) ∧
      Monotone (sortedEigenvalue hH) := by
  refine ⟨?_, Tuple.monotone_sort hH.eigenvalues⟩
  intro j
  have hb : sortedEigenbasis hH j = hH.eigenvectorBasis (Tuple.sort hH.eigenvalues j) := by
    unfold sortedEigenbasis
    rw [OrthonormalBasis.reindex_apply, Equiv.symm_symm]
  rw [hb]
  ext i
  have h := congrFun (hH.mulVec_eigenvectorBasis (Tuple.sort hH.eigenvalues j)) i
  exact h.trans (@Complex.real_smul (hH.eigenvalues (Tuple.sort hH.eigenvalues j))
    ((hH.eigenvectorBasis (Tuple.sort hH.eigenvalues j)).ofLp i))

/-- Ky Fan minimum principle for a Hermitian matrix: any `k` orthonormal vectors have trial
energy at least the sum of the `k` lowest eigenvalues, and the `k` lowest eigenvectors are
orthonormal and attain this value. -/
theorem kyFan_hermitian {H : Matrix (Fin n) (Fin n) ℂ} (hH : H.IsHermitian) (hk : k ≤ n) :
    (∀ v : Fin k → EuclideanSpace ℂ (Fin n), Orthonormal ℂ v →
        lowestSum (sortedEigenvalue hH) k ≤ trialEnergy (matOp H) v) ∧
      Orthonormal ℂ (fun i : Fin k => sortedEigenbasis hH (Fin.castLE hk i)) ∧
      trialEnergy (matOp H) (fun i : Fin k => sortedEigenbasis hH (Fin.castLE hk i)) =
        lowestSum (sortedEigenvalue hH) k := by
  obtain ⟨hb, he⟩ := sorted_isEigenbasis hH
  exact ⟨fun v hv => kyFan_lower_bound _ _ hb he hv, kyFan_attained _ _ hb hk⟩

/-- The three equally spaced levels `0, 1, 2`. -/
def ladderLevel : Fin 3 → ℝ := fun j => (j.val : ℝ)

/-- The diagonal matrix with entries `0, 1, 2` has the standard basis as eigenbasis, its levels
increase, the first two are at most `1` and the remaining one exceeds `1`. -/
theorem eigenbasis_witness :
    IsEigenbasis (matOp (Matrix.diagonal fun j => (ladderLevel j : ℂ)))
        (EuclideanSpace.basisFun (Fin 3) ℂ) ladderLevel ∧
      Monotone ladderLevel ∧
      (∀ j : Fin 3, j.val < 2 → ladderLevel j ≤ 1) ∧
      (∀ j : Fin 3, 2 ≤ j.val → 1 < ladderLevel j) := by
  refine ⟨?_, ?_, ?_, ?_⟩
  · intro j
    ext i
    change ((Matrix.diagonal fun j => (ladderLevel j : ℂ)) *ᵥ
        (EuclideanSpace.basisFun (Fin 3) ℂ j).ofLp) i =
      (ladderLevel j : ℂ) * (EuclideanSpace.basisFun (Fin 3) ℂ j).ofLp i
    rw [Matrix.mulVec_diagonal]
    by_cases h : i = j
    · rw [h]
    · have h0 : (EuclideanSpace.basisFun (Fin 3) ℂ j).ofLp i = 0 := by
        simp [h]
      rw [h0, mul_zero, mul_zero]
  · intro i j h
    show ((i.val : ℕ) : ℝ) ≤ ((j.val : ℕ) : ℝ)
    exact Nat.cast_le.mpr (Fin.le_def.mp h)
  · intro j hj
    show ((j.val : ℕ) : ℝ) ≤ 1
    have h : j.val ≤ 1 := by omega
    exact_mod_cast h
  · intro j hj
    show (1 : ℝ) < ((j.val : ℕ) : ℝ)
    have h : 1 < j.val := by omega
    exact_mod_cast h

end

end KyFanMinimum
```

```lean
#print axioms KyFanMinimum.kyFan_equality_iff
#print axioms KyFanMinimum.kyFan_hermitian
```

```
'KyFanMinimum.kyFan_equality_iff' depends on axioms: [propext, Classical.choice, Quot.sound]
'KyFanMinimum.kyFan_hermitian' depends on axioms: [propext, Classical.choice, Quot.sound]
```

### How the proof follows the occupations

`expectation_eq` expands $x$ in the eigenbasis, and `trialEnergy_eq` exchanges the sums over orbitals and levels. `occupation_bounds` takes $w_j\le1$ from Bessel's inequality, and obtains $\sum_jw_j=k$ by applying `trialEnergy_eq` to the identity operator, whose levels are all 1.

`lowestSum_eq` and `aufbau_filling` supply the two sums for the reference filling. In `excess_eq`, `linear_combination` cancels the terms in $\mu$ using the equal particle numbers.

`kyFan_lower_bound` splits on `k < n` to choose $\mu$, then on `j.val < k` to check the sign of each term. `kyFan_attained` evaluates the energy of the eigenvectors directly. Both directions of `kyFan_equality_iff` use the fact that a vanishing sum of nonnegative terms has only zero terms.

`sorted_isEigenbasis` transfers the result to matrices. `eigenbasis_witness` verifies the eigenbasis, ordering and gap conditions for the diagonal matrix with entries $0,1,2$, with $k=2$ and $\mu=1$.

### Density matrices as trial states

The trial state could also be a one-particle density matrix $P$ with $0\le P\le1$ and $\operatorname{tr}P=k$, with energy $\operatorname{tr}(PH)$. For $0<k<n$ this admits $P$ with eigenvalues strictly between 0 and 1, which the projector onto the span of $k$ orthonormal orbitals never has, and it makes the set of trial states convex. Setting $w_j=\langle b_j,Pb_j\rangle$, the same argument would give the same minimum, but a partly filled degenerate level could then also have minimisers that are not projectors.
